# With energy A/n⁶ per orbital, the shells up to X and the shells beyond X together give the energy of all shells

In this model every orbital with principal quantum number n is assigned the energy A/n⁶, for a real constant A, and shell n holds n² orbitals, with no factor for spin. The theorem `basis_add_omitted` says that the finite sum over the orbitals in the shells up to X, plus the infinite sum over the shells beyond X, equals the sum over all shells from n = 1 on. The attempt takes the convergent series of shell energies and splits it after its first X terms. It then sums the basis shell by shell and sets apart the term for n = 0, which has to be shown to vanish because the basis is indexed from zero.

As first written in Lean, the proof fails:

```lean
import Mathlib

open Filter Topology

namespace PrincipalExpansion

noncomputable section

/-- Triples (n, l, m) of two natural numbers and an integer, used to label orbitals; the type itself
does not restrict l or m. -/
abbrev Orbital := Σ _ : ℕ, Σ _ : ℕ, ℤ

/-- The pairs (l, m) of shell n, with 0 ≤ l < n and -l ≤ m ≤ l. -/
def shell (n : ℕ) : Finset (Σ _ : ℕ, ℤ) :=
  (Finset.range n).sigma fun l => Finset.Icc (-(l : ℤ)) (l : ℤ)

/-- The basis of all orbitals in the shells up to X. -/
def basis (X : ℕ) : Finset Orbital :=
  (Finset.range (X + 1)).sigma fun n => shell n

/-- The energy A / n⁶ carried by an orbital with principal quantum number n. -/
def orbitalEnergy (A : ℝ) (o : Orbital) : ℝ := A / (o.1 : ℝ) ^ 6

/-- The energy of shell n, summed over its orbitals. -/
def shellEnergy (A : ℝ) (n : ℕ) : ℝ :=
  ∑ s ∈ shell n, orbitalEnergy A ⟨n, s⟩

/-- The energy omitted by the basis: the sum over all shells beyond X. -/
def omitted (A : ℝ) (X : ℕ) : ℝ := ∑' k : ℕ, shellEnergy A (k + X + 1)

/-- Shell n holds n² orbitals. -/
theorem shell_card (n : ℕ) : (shell n).card = n ^ 2 := by
  have h : ∀ l : ℕ, (Finset.Icc (-(l : ℤ)) (l : ℤ)).card = 2 * l + 1 := by
    intro l
    rw [Int.card_Icc]
    omega
  rw [shell, Finset.card_sigma]
  simp only [h]
  induction n with
  | zero => simp
  | succ k ih =>
    rw [Finset.sum_range_succ, ih]
    ring

/-- The shell with principal quantum number n + 1 contributes A / (n + 1)⁴. -/
theorem shellEnergy_eq (A : ℝ) (n : ℕ) :
    shellEnergy A (n + 1) = A / ((n : ℝ) + 1) ^ 4 := by
  simp only [shellEnergy, orbitalEnergy, Finset.sum_const, shell_card, nsmul_eq_mul]
  push_cast
  have h : (n : ℝ) + 1 ≠ 0 := by positivity
  field_simp

/-- The series of shell energies converges. -/
theorem shell_summable (A : ℝ) : Summable fun k : ℕ => shellEnergy A (k + 1) := by
  have h := ((summable_nat_add_iff 1).2
    (Real.summable_one_div_nat_pow.2 (by norm_num : 1 < 4))).mul_left A
  have e : (fun k : ℕ => shellEnergy A (k + 1)) =
      fun k : ℕ => A * (1 / ((k + 1 : ℕ) : ℝ) ^ 4) := by
    funext k
    rw [shellEnergy_eq, mul_one_div, Nat.cast_add, Nat.cast_one]
  rw [e]
  exact h

/-- The energy of the orbitals in the basis and the omitted energy add up to the
energy of all shells. -/
theorem basis_add_omitted (A : ℝ) (X : ℕ) :
    ∑ o ∈ basis X, orbitalEnergy A o + omitted A X = omitted A 0 := by
  have h := (shell_summable A).sum_add_tsum_nat_add X
  have h0 : ∑ s ∈ shell 0, orbitalEnergy A ⟨0, s⟩ = 0 := by simp [shell]
  rw [basis, Finset.sum_sigma, Finset.sum_range_succ', h0, add_zero]
  exact h

end

end PrincipalExpansion
```

Lean reports:

```
Main.lean:69:57: error: unsolved goals
A : ℝ
X : ℕ
h :
  ∑ i ∈ Finset.range X, shellEnergy A (i + 1) + ∑' (i : ℕ), shellEnergy A (i + X + 1) =
    ∑' (i : ℕ), shellEnergy A (i + 1)
⊢ ∑ s ∈ ∅.sigma fun l => Finset.Icc (-↑l) ↑l, orbitalEnergy A ⟨0, s⟩ = 0
```

What went wrong. The one error is in `h0`, the claim that shell 0 contributes nothing. `simp [shell]` unfolds the definition and reduces `Finset.range 0` to `∅`, but there it stops. The goal it leaves is a sum over `∅.sigma fun l => …`, the set of pairs (l, m) with l drawn from the empty set. That set is empty, but `simp` did not rewrite it to `∅`, so it could not treat the sum as an empty one, and the goal stayed open.

The repair proves the emptiness separately, by counting. `shell_card 0` says that shell 0 has `0 ^ 2` elements, `norm_num` shows that this number is 0, and `Finset.card_eq_zero.1` concludes that `shell 0 = ∅`. With this fact as `hempty`, `rw` replaces `shell 0` by `∅` without unfolding its definition, and `Finset.sum_empty` turns the sum into 0. The added comment only says in words what `hempty` states.

As a diff, the version that Lean accepts:

```diff
@@ -67,5 +67,8 @@
     ∑ o ∈ basis X, orbitalEnergy A o + omitted A X = omitted A 0 := by
   have h := (shell_summable A).sum_add_tsum_nat_add X
-  have h0 : ∑ s ∈ shell 0, orbitalEnergy A ⟨0, s⟩ = 0 := by simp [shell]
+  -- there is no orbital with n = 0
+  have hempty : shell 0 = ∅ := Finset.card_eq_zero.1 ((shell_card 0).trans (by norm_num))
+  have h0 : ∑ s ∈ shell 0, orbitalEnergy A ⟨0, s⟩ = 0 := by
+    rw [hempty, Finset.sum_empty]
   rw [basis, Finset.sum_sigma, Finset.sum_range_succ', h0, add_zero]
   exact h
```
